# Block form of time-reversal-symmetric spinor matrices, and Kramers partners at real eigenvalues

Take a one-electron Hamiltonian that respects time reversal, for example one with spin-orbit coupling in a fixed electrostatic potential and no magnetic field. A program that builds its matrix can compute the two upper spin blocks and obtain the lower two from them: the lower right block is the conjugate of the upper left one, and the lower left block is minus the conjugate of the upper right one. This works in a finite orthonormal basis of real spatial orbitals, each taken with spin up and spin down.

## Comparing the blocks

Let $A,B,C,D$ be complex $n\times n$ matrices, with a bar for entrywise conjugation, and let

$$M=\begin{pmatrix}A&B\\C&D\end{pmatrix},\qquad J=\begin{pmatrix}0&1\\-1&0\end{pmatrix}.$$

Time reversal is $Tx=J\bar x$, and $M$ commutes with it exactly when $J\bar M=MJ$. Multiplying out gives

$$J\bar M=\begin{pmatrix}\bar C&\bar D\\-\bar A&-\bar B\end{pmatrix},\qquad MJ=\begin{pmatrix}-B&A\\-D&C\end{pmatrix}.$$

The lower blocks agree exactly when $D=\bar A$ and $C=-\bar B$; the upper blocks give the conjugates of these equations. Call such an $M$ quaternionic. Its adjoint is

$$M^\dagger=\begin{pmatrix}A^\dagger&-B^T\\B^\dagger&\overline{A^\dagger}\end{pmatrix},$$

so $M^\dagger=M$ exactly when $A^\dagger=A$ and $B^T=-B$. Again the lower blocks repeat the upper ones.

If $M'$ is quaternionic with upper blocks $A',B'$, then $MM'$ has upper blocks $AA'-B\bar B'$ and $AB'+B\bar A'$, and its lower blocks follow the same pattern.

## Partners at the same energy

Write $x=(u,d)$ for the spin-up and spin-down components. Then $Tx=(\bar d,-\bar u)$ and $T^2x=-x$. If $M$ is quaternionic and $Mx=Ex$, then

$$MTx=MJ\bar x=J\bar M\bar x=J\,\overline{Mx}=\bar E\,Tx.$$

For real $E$ the partner has the same eigenvalue. If $x\neq0$, then $Tx\neq0$, because $Tx=0$ would give $-x=T^2x=0$. The two are orthogonal:

$$x^\dagger Tx=\sum_i(\bar u_i\bar d_i-\bar d_i\bar u_i)=0.$$

If $n=1$ and $M$ is both quaternionic and Hermitian, then $B$ is an antisymmetric number, hence zero, and $A$ is a real number $E$, so $M=E\,1$.

Both hypotheses matter already at $n=1$. The Zeeman-like matrix $\mathrm{diag}(1,-1)$ is Hermitian but not quaternionic, and its levels are split. The matrix $\mathrm{diag}(i,-i)$ is quaternionic, but its eigenvalues are not real, and the partner of $(1,0)$ lies at $-i$ instead of $i$.

## Spinors and time reversal in Lean

The finite type `n` labels the orbitals.

```lean
import Mathlib

open Matrix

namespace QuaternionicStructure

noncomputable section

variable {n : Type*} [Fintype n] [DecidableEq n]
```

Conjugation is a ring homomorphism, so it respects sums and products.

```lean
/-- Entrywise complex conjugation of square matrices, as a ring homomorphism. -/
def conjM {m : Type*} [Fintype m] [DecidableEq m] : Matrix m m ℂ →+* Matrix m m ℂ :=
  (starRingEnd ℂ).mapMatrix
```

In the index type `n ⊕ n`, `Sum.inl` marks spin up and `Sum.inr` spin down. The overall sign of `J` is a convention: `-J` would give the same condition on `M`.

```lean
/-- The matrix `J` with blocks `0, 1, -1, 0`, acting on `n` orbitals with two spin states each. -/
def J (n : Type*) [DecidableEq n] : Matrix (n ⊕ n) (n ⊕ n) ℂ :=
  fromBlocks 0 1 (-1) 0
```

For a vector, `star x` is the entrywise conjugate and `*ᵥ` applies a matrix.

```lean
/-- Time reversal of a spinor: complex conjugation followed by `J`. -/
def timeReversal (x : n ⊕ n → ℂ) : n ⊕ n → ℂ := J n *ᵥ star x
```

Symmetry is defined by the commutation relation, so the block form remains to be proved.

```lean
/-- A matrix is quaternionic when `J conj(M) = M J`. -/
def IsQuaternionic (M : Matrix (n ⊕ n) (n ⊕ n) ℂ) : Prop :=
  J n * conjM M = M * J n
```

`quat A B` names the matrix with that block form.

```lean
/-- The matrix with blocks `A, B, -conj(B), conj(A)`. -/
def quat (A B : Matrix n n ℂ) : Matrix (n ⊕ n) (n ⊕ n) ℂ :=
  fromBlocks A B (-conjM B) (conjM A)
```

## The block criteria

```lean
/-- Conjugating a matrix twice gives it back. -/
theorem conjM_conjM (A : Matrix n n ℂ) : conjM (conjM A) = A := by
  ext i j
  simp [conjM]
```

The next proof conjugates and multiplies blockwise, and `fromBlocks_inj` turns the matrix equation into four block equations. The forward direction reads off the lower two, `h3` and `h4`; the converse checks all four.

```lean
/-- A block matrix satisfies `J conj(M) = M J` if and only if `D = conj(A)` and
`C = -conj(B)`. -/
theorem isQuaternionic_iff (A B C D : Matrix n n ℂ) :
    IsQuaternionic (fromBlocks A B C D) ↔ D = conjM A ∧ C = -conjM B := by
  have hc : conjM (fromBlocks A B C D)
      = fromBlocks (conjM A) (conjM B) (conjM C) (conjM D) := by
    ext (i | i) (j | j) <;> rfl
  -- multiply out and compare the four blocks
  rw [IsQuaternionic, J, hc, fromBlocks_multiply, fromBlocks_multiply, fromBlocks_inj]
  simp only [Matrix.zero_mul, Matrix.one_mul, Matrix.mul_zero, Matrix.mul_one,
    Matrix.neg_mul, Matrix.mul_neg, zero_add, add_zero]
  constructor
  · rintro ⟨_, _, h3, h4⟩
    exact ⟨(neg_injective h3).symm, h4.symm⟩
  · rintro ⟨rfl, rfl⟩
    exact ⟨by rw [map_neg, conjM_conjM], conjM_conjM A, rfl, rfl⟩
```

For Hermiticity, `h1`, `h2` and `h3` compute the adjoint blocks, which are then compared as above.

```lean
/-- A quaternionic block matrix is Hermitian if and only if `A` is Hermitian and `B` is
antisymmetric. -/
theorem isHermitian_iff {A B C D : Matrix n n ℂ}
    (h : IsQuaternionic (fromBlocks A B C D)) :
    (fromBlocks A B C D).IsHermitian ↔ A.IsHermitian ∧ Bᵀ = -B := by
  obtain ⟨rfl, rfl⟩ := (isQuaternionic_iff A B C D).1 h
  have h1 : (-conjM B)ᴴ = -Bᵀ := by
    ext i j
    simp [conjM]
  have h2 : Bᴴ = conjM Bᵀ := by
    ext i j
    simp [conjM]
  have h3 : (conjM A)ᴴ = conjM Aᴴ := by
    ext i j
    simp [conjM]
  unfold Matrix.IsHermitian
  rw [fromBlocks_conjTranspose, fromBlocks_inj, h1, h2, h3]
  constructor
  · rintro ⟨hA, hB, _, _⟩
    exact ⟨hA, neg_eq_iff_eq_neg.mp hB⟩
  · rintro ⟨hA, hB⟩
    exact ⟨hA, by rw [hB, neg_neg], by rw [hB, map_neg], by rw [hA]⟩
```

The product rule is a block multiplication followed by noncommutative algebra.

```lean
/-- The product of two quaternionic block matrices has the same form, with blocks given by the
quaternion multiplication rule. -/
theorem quat_mul (A B A' B' : Matrix n n ℂ) :
    quat A B * quat A' B'
      = quat (A * A' - B * conjM B') (A * B' + B * conjM A') := by
  unfold quat
  rw [fromBlocks_multiply, fromBlocks_inj]
  simp only [map_add, map_sub, map_mul, conjM_conjM]
  refine ⟨?_, ?_, ?_, ?_⟩ <;> noncomm_ring
```

## Kramers partners

```lean
/-- Time reversal applied twice changes the sign of a spinor. -/
theorem timeReversal_timeReversal (x : n ⊕ n → ℂ) :
    timeReversal (timeReversal x) = -x := by
  ext (i | i) <;> simp [timeReversal, J, fromBlocks_mulVec, neg_mulVec]
```

The rewriting with `mulVec_mulVec`, `← hM` and `← mulVec_mulVec` is the step $MJ\bar x=J\bar M\bar x$. Neither Hermiticity nor $x\neq0$ is needed here.

```lean
/-- If `x` satisfies the eigenvalue equation of a quaternionic matrix at `E`, its time reverse
satisfies it at the complex conjugate of `E`. -/
theorem timeReversal_eigen {M : Matrix (n ⊕ n) (n ⊕ n) ℂ} (hM : IsQuaternionic M)
    {x : n ⊕ n → ℂ} {E : ℂ} (hx : M *ᵥ x = E • x) :
    M *ᵥ timeReversal x = star E • timeReversal x := by
  have hc : conjM M *ᵥ star x = star (M *ᵥ x) := by
    ext i
    simp [conjM, mulVec, dotProduct]
  -- move `M` through `J` at the price of a conjugation
  unfold IsQuaternionic at hM
  unfold timeReversal
  rw [mulVec_mulVec, ← hM, ← mulVec_mulVec, hc, hx, star_smul, mulVec_smul]
```

Typing `E : ℝ` assumes a real eigenvalue, as Hermiticity would guarantee. The three parts of the conclusion are the eigenvalue equation, nonvanishing and orthogonality, with `hu` and `hd` giving the components of $Tx$. This is Kramers' theorem for one electron in a finite basis: it treats neither interacting many-electron states nor the even dimension of a whole eigenspace.

```lean
/-- Kramers degeneracy: an eigenvector of a quaternionic matrix at a real eigenvalue has a
nonzero, orthogonal time-reversed partner at the same eigenvalue. -/
theorem kramers_doublet {M : Matrix (n ⊕ n) (n ⊕ n) ℂ} (hM : IsQuaternionic M)
    {x : n ⊕ n → ℂ} (hx0 : x ≠ 0) {E : ℝ} (hx : M *ᵥ x = (E : ℂ) • x) :
    M *ᵥ timeReversal x = (E : ℂ) • timeReversal x ∧
      timeReversal x ≠ 0 ∧ star x ⬝ᵥ timeReversal x = 0 := by
  refine ⟨?_, ?_, ?_⟩
  · have h := timeReversal_eigen hM hx
    have hE : star (E : ℂ) = (E : ℂ) := Complex.conj_ofReal E
    rwa [hE] at h
  · -- a vanishing partner would force `x = 0`, since time reversal squares to `-1`
    intro h0
    have h := timeReversal_timeReversal x
    rw [h0] at h
    have hz : timeReversal (0 : n ⊕ n → ℂ) = 0 := by simp [timeReversal]
    rw [hz] at h
    exact hx0 (neg_eq_zero.mp h.symm)
  · -- the two spin components contribute opposite terms
    have hu : ∀ i, timeReversal x (Sum.inl i) = star (x (Sum.inr i)) := by
      intro i
      simp [timeReversal, J, fromBlocks_mulVec]
    have hd : ∀ i, timeReversal x (Sum.inr i) = -star (x (Sum.inl i)) := by
      intro i
      simp [timeReversal, J, fromBlocks_mulVec, neg_mulVec]
    simp only [dotProduct, Fintype.sum_sum_type, hu, hd, Pi.star_apply]
    rw [← Finset.sum_add_distrib]
    apply Finset.sum_eq_zero
    intro i _
    ring
```

With one orbital, the two criteria reduce $M$ to a real number times the identity. No Hermitian term that respects time reversal can therefore split a single Kramers pair within this two-dimensional model.

```lean
/-- For a single orbital, a Hermitian quaternionic matrix is a real multiple of the identity. -/
theorem single_pair {M : Matrix (Fin 1 ⊕ Fin 1) (Fin 1 ⊕ Fin 1) ℂ}
    (hM : IsQuaternionic M) (hH : M.IsHermitian) :
    ∃ E : ℝ, M = (E : ℂ) • (1 : Matrix (Fin 1 ⊕ Fin 1) (Fin 1 ⊕ Fin 1) ℂ) := by
  obtain ⟨A, B, C, D, rfl⟩ : ∃ A B C D, M = fromBlocks A B C D :=
    ⟨_, _, _, _, (fromBlocks_toBlocks M).symm⟩
  obtain ⟨hA, hB⟩ := (isHermitian_iff hM).1 hH
  obtain ⟨rfl, rfl⟩ := (isQuaternionic_iff A B C D).1 hM
  -- a one by one antisymmetric block vanishes, a Hermitian one is real
  have hb : B 0 0 = 0 := by
    have h : B 0 0 = -B 0 0 := congrFun (congrFun hB 0) 0
    linear_combination h / 2
  have ha : (starRingEnd ℂ) (A 0 0) = A 0 0 := hA.apply 0 0
  have hre : ((A 0 0).re : ℂ) = A 0 0 := Complex.conj_eq_iff_re.1 ha
  refine ⟨(A 0 0).re, ?_⟩
  rw [hre]
  ext (i | i) (j | j) <;> fin_cases i <;> fin_cases j <;> simp [conjM, hb, ha]
```

A two-orbital example has nonzero spin-mixing blocks and satisfies both conditions; the proof applies the two criteria and checks entries.

```lean
/-- The matrix with `A = diag(1, -1)` and `B` with rows `(0, i)` and `(-i, 0)` is quaternionic
and Hermitian. -/
theorem quaternionic_hermitian_witness :
    IsQuaternionic (quat !![1, 0; 0, -1] !![0, Complex.I; -Complex.I, 0]) ∧
      (quat !![1, 0; 0, -1] !![0, Complex.I; -Complex.I, 0]).IsHermitian := by
  have hq : IsQuaternionic (quat !![1, 0; 0, -1] !![0, Complex.I; -Complex.I, 0]) :=
    (isQuaternionic_iff _ _ _ _).2 ⟨rfl, rfl⟩
  refine ⟨hq, (isHermitian_iff hq).2 ⟨?_, ?_⟩⟩
  · ext i j
    fin_cases i <;> fin_cases j <;> simp
  · ext i j
    fin_cases i <;> fin_cases j <;> simp

end

end QuaternionicStructure
```

```lean
#print axioms QuaternionicStructure.quat_mul
-- 'QuaternionicStructure.quat_mul' depends on axioms: [propext, Classical.choice, Quot.sound]
#print axioms QuaternionicStructure.timeReversal_eigen
-- 'QuaternionicStructure.timeReversal_eigen' depends on axioms: [propext, Classical.choice, Quot.sound]
#print axioms QuaternionicStructure.kramers_doublet
-- 'QuaternionicStructure.kramers_doublet' depends on axioms: [propext, Classical.choice, Quot.sound]
#print axioms QuaternionicStructure.single_pair
-- 'QuaternionicStructure.single_pair' depends on axioms: [propext, Classical.choice, Quot.sound]
```
